# Closed form of the radial integral over a Lorentzian-broadened linear dispersion

For a level whose energy `c * k` is linear in `k`, the theorem evaluates the integral from `p` to `K` of `k` times a Lorentzian of width `η` at `E - c * k`, the Lorentzian standing for a broadened delta function. The value is the difference between the endpoints of an explicit primitive, made of a logarithm and an arctangent. The width is positive and finite and `c` is nonzero; `E`, `p` and `K` are any real numbers, and no angular factor or other prefactor is included. The proof uses the fundamental theorem of calculus: it differentiates the primitive, matches the result to the integrand, and gets integrability from continuity.

The failing Lean file:

```lean
import Mathlib

open Matrix Filter Topology
open scoped Real

namespace RadialIntegral

noncomputable section

/-- Lorentzian of width `η > 0`, the broadened delta function. -/
def lorentz (η x : ℝ) : ℝ := (η / π) / (x ^ 2 + η ^ 2)

/-- Primitive in `k` of `k` times the Lorentzian at `E - c k`, for `η > 0` and `c ≠ 0`. -/
def primitive (c E k η : ℝ) : ℝ :=
  (η / 2 * Real.log ((c * k - E) ^ 2 + η ^ 2) + E * Real.arctan ((c * k - E) / η)) / (π * c ^ 2)

/-- Closed form of the radial integral at finite width `η > 0`, for `c ≠ 0`. -/
theorem radial_integral {c η : ℝ} (hc : c ≠ 0) (hη : 0 < η) (E p K : ℝ) :
    ∫ k in p..K, k * lorentz η (E - c * k) = primitive c E K η - primitive c E p η := by
  have hD : ∀ u : ℝ, 0 < u ^ 2 + η ^ 2 := fun u => by positivity
  have h1 : ∀ u : ℝ, 1 / (1 + (u / η) ^ 2) * (c / η) = c * η / (u ^ 2 + η ^ 2) := by
    intro u
    have hu := (hD u).ne'
    have h0 : 1 + (u / η) ^ 2 = (u ^ 2 + η ^ 2) / η ^ 2 := by
      rw [div_pow, add_div, div_self (pow_ne_zero 2 hη.ne'), add_comm]
    rw [h0]
    field_simp
  have hcc : c ^ 2 * (c ^ 2)⁻¹ = 1 := mul_inv_cancel₀ (pow_ne_zero 2 hc)
  refine intervalIntegral.integral_eq_sub_of_hasDerivAt (f := fun k => primitive c E k η) ?_ ?_
  · intro k _
    have hu : HasDerivAt (fun k : ℝ => c * k - E) c k := by
      simpa using ((hasDerivAt_id' k).const_mul c).sub_const E
    have hq : HasDerivAt (fun k : ℝ => (c * k - E) ^ 2 + η ^ 2) (2 * (c * k - E) * c) k := by
      simpa using (hu.fun_pow 2).add_const (η ^ 2)
    have hl := (hq.log (hD _).ne').const_mul (η / 2)
    have ha := (hu.div_const η).arctan.const_mul E
    refine ((hl.fun_add ha).div_const (π * c ^ 2)).congr_deriv ?_
    rw [h1]
    unfold lorentz
    linear_combination (η * k / (π * ((c * k - E) ^ 2 + η ^ 2))) * hcc
  · apply Continuous.intervalIntegrable
    unfold lorentz
    exact continuous_id.mul (continuous_const.div (by fun_prop) (fun k => (hD (E - c * k)).ne'))

end

end RadialIntegral
```

Messages:

```
Main.lean:40:4: error: ring failed, ring expressions not equal
c η : ℝ
hc : c ≠ 0
hη : 0 < η
E p K : ℝ
hD : ∀ (u : ℝ), 0 < u ^ 2 + η ^ 2
h1 : ∀ (u : ℝ), 1 / (1 + (u / η) ^ 2) * (c / η) = c * η / (u ^ 2 + η ^ 2)
hcc : c ^ 2 * (c ^ 2)⁻¹ = 1
k : ℝ
a✝ : k ∈ Set.uIcc p K
hu : HasDerivAt (fun k => c * k - E) c k
hq : HasDerivAt (fun k => (c * k - E) ^ 2 + η ^ 2) (2 * (c * k - E) * c) k
hl :
  HasDerivAt (fun y => η / 2 * Real.log ((c * y - E) ^ 2 + η ^ 2))
    (η / 2 * (2 * (c * k - E) * c / ((c * k - E) ^ 2 + η ^ 2))) k
ha : HasDerivAt (fun y => E * Real.arctan ((c * y - E) / η)) (E * (1 / (1 + ((c * k - E) / η) ^ 2) * (c / η))) k
⊢ η * c ^ 2 * k * (η ^ 2 - c * k * E * 2 + c ^ 2 * k ^ 2 + E ^ 2)⁻¹ * c⁻¹ ^ 2 * π⁻¹ -
          η * c ^ 2 * k * c⁻¹ ^ 2 * (η ^ 2 * π - c * k * E * π * 2 + c ^ 2 * k ^ 2 * π + E ^ 2 * π)⁻¹ -
        η * k * (η ^ 2 - c * k * E * 2 + c ^ 2 * k ^ 2 + E ^ 2)⁻¹ * π⁻¹ +
      η * k * (η ^ 2 * π - c * k * E * π * 2 + c ^ 2 * k ^ 2 * π + E ^ 2 * π)⁻¹ =
    0
```

Diagnosis. The error says that `ring`, which `linear_combination` calls to check the final identity, could not reduce the difference of the two sides to zero. The identity is true, but the coefficient of `hcc` was written with the denominator `π * ((c * k - E) ^ 2 + η ^ 2)`. `ring` multiplies this product out before inverting it, and then treats the inverse of the resulting sum as a single atom. The goal's own terms instead carry `π⁻¹` and the inverse of the sum without `π` as separate factors. Both forms stand in the residual goal, and `ring` does not recognise them as equal, so the terms do not cancel.

The repair divides by `π` first and by the sum afterwards. The coefficient then normalises to the same separate inverses as the goal, and the terms cancel, with `hcc` supplying the cancellation of `c ^ 2` against its inverse as before. The added comment is mere tidying.

Fix (accepted with no message):

```diff
@@ -28,5 +28,6 @@
   have hcc : c ^ 2 * (c ^ 2)⁻¹ = 1 := mul_inv_cancel₀ (pow_ne_zero 2 hc)
   refine intervalIntegral.integral_eq_sub_of_hasDerivAt (f := fun k => primitive c E k η) ?_ ?_
-  · intro k _
+  · -- differentiate the logarithm and the arctangent
+    intro k _
     have hu : HasDerivAt (fun k : ℝ => c * k - E) c k := by
       simpa using ((hasDerivAt_id' k).const_mul c).sub_const E
@@ -38,5 +39,5 @@
     rw [h1]
     unfold lorentz
-    linear_combination (η * k / (π * ((c * k - E) ^ 2 + η ^ 2))) * hcc
+    linear_combination (η * k / π / ((c * k - E) ^ 2 + η ^ 2)) * hcc
   · apply Continuous.intervalIntegrable
     unfold lorentz
```
